# Fixed coupling to doubly negative states can raise the top level at order $c^{-2}$

Before diagonalising a four-component two-electron Hamiltonian, one decides whether to project the Gaunt interaction onto positive-energy states. In this finite model the speed of light $c$ enters only through the gap $4c^2$ to the doubly negative states. Omitting the projection can then shift the highest level by an amount of order $c^{-2}$, the order of the leading relativistic corrections.

In Lean 4 with Mathlib:

```lean
import Mathlib

open Matrix Filter Topology
open scoped ComplexOrder

namespace GauntNegativeStates

noncomputable section

variable {m n : Type*} [Fintype m] [DecidableEq m] [Fintype n] [DecidableEq n]
```

`overlap` is $\mathrm{Re}\langle x,y\rangle$.

```lean
/-- Real part of the Hermitian overlap of two state vectors; `overlap x x` is the squared norm. -/
def overlap (x y : n → ℂ) : ℝ := (star x ⬝ᵥ y).re
```

`IsTopEigenvalue` means largest eigenvalue, not generally the ground state.

```lean
/-- The real number `e` is the largest real eigenvalue of the matrix `M`. -/
def IsTopEigenvalue (M : Matrix n n ℂ) (e : ℝ) : Prop :=
  IsGreatest {μ : ℝ | ∃ x : n → ℂ, x ≠ 0 ∧ M *ᵥ x = (μ : ℂ) • x} e
```

Hermitian `A` and `D` describe doubly positive and doubly negative states; `G` is any coupling, such as Gaunt. The shift $4c^2$ is two electron–positron gaps in atomic units. Singly negative states are omitted.

```lean
/-- Hamiltonian of the states described by `A`, coupled by `G` to doubly negative states
described by `D` and shifted down by `4c²`. -/
def hamiltonian (A : Matrix m m ℂ) (G : Matrix m n ℂ) (D : Matrix n n ℂ) (c : ℝ) :
    Matrix (m ⊕ n) (m ⊕ n) ℂ :=
  fromBlocks A G Gᴴ (D - ((4 * c ^ 2 : ℝ) : ℂ) • (1 : Matrix n n ℂ))
```

**(a)** Expand the overlap:
$$\mathrm{Re}\langle x,y\rangle=\sum_i(\mathrm{Re}\,x_i\,\mathrm{Re}\,y_i+\mathrm{Im}\,x_i\,\mathrm{Im}\,y_i).$$
Take the real part of $\bar x_iy_i$.

```lean
omit [DecidableEq n] in
/-- The real overlap is the sum of products of real parts and of imaginary parts. -/
theorem overlap_eq_sum (x y : n → ℂ) :
    overlap x y = ∑ i, ((x i).re * (y i).re + (x i).im * (y i).im) := by
  simp [overlap, dotProduct, Complex.re_sum, Complex.mul_re]
```

**(b)** Show $\|x\|^2>0$ for $x\ne0$. Some $|x_i|^2$ is positive.

```lean
omit [DecidableEq n] in
/-- A nonzero state vector has positive squared norm. -/
theorem overlap_self_pos {x : n → ℂ} (hx : x ≠ 0) : 0 < overlap x x := by
  obtain ⟨i, hi⟩ := Function.ne_iff.mp hx
  rw [overlap_eq_sum]
  refine Finset.sum_pos' (fun j _ => add_nonneg (mul_self_nonneg _) (mul_self_nonneg _))
    ⟨i, Finset.mem_univ i, ?_⟩
  have h := Complex.normSq_pos.mpr hi
  rwa [Complex.normSq_apply] at h
```

**(c)** Show $\langle x,Gy\rangle=\langle G^\dagger x,y\rangle$. Both are $\sum\bar x_iG_{ij}y_j$.

```lean
omit [DecidableEq m] [DecidableEq n] in
/-- A coupling matrix acts on the other side of an overlap as its adjoint. -/
theorem dot_adjoint (G : Matrix m n ℂ) (x : m → ℂ) (y : n → ℂ) :
    star x ⬝ᵥ (G *ᵥ y) = star (Gᴴ *ᵥ x) ⬝ᵥ y := by
  rw [Matrix.star_mulVec, conjTranspose_conjTranspose, Matrix.dotProduct_mulVec]
```

**(d)** For Hermitian $M$ with top eigenvalue $e$, show $\langle x,Mx\rangle\le e\|x\|^2$. All eigenvalues of $e-M$ are nonnegative.

```lean
/-- The energy expectation of a Hermitian matrix never exceeds its largest eigenvalue times the
squared norm. -/
theorem rayleigh_le {M : Matrix n n ℂ} (hM : M.IsHermitian) {e : ℝ}
    (he : IsTopEigenvalue M e) (x : n → ℂ) : overlap x (M *ᵥ x) ≤ e * overlap x x := by
  have hN : ((e : ℂ) • (1 : Matrix n n ℂ) - M).IsHermitian := by
    rw [Matrix.IsHermitian, conjTranspose_sub, conjTranspose_smul, conjTranspose_one, hM.eq,
      Complex.star_def, Complex.conj_ofReal]
  -- every eigenvalue of `e - M` is nonnegative
  have hp := hN.posSemidef_iff_eigenvalues_nonneg.mpr (fun i => by
    have h := hN.mulVec_eigenvectorBasis i
    rw [Matrix.sub_mulVec, Matrix.smul_mulVec, Matrix.one_mulVec] at h
    have h' : e - hN.eigenvalues i ≤ e := he.2 ⟨(hN.eigenvectorBasis i).ofLp,
      fun h0 => hN.eigenvectorBasis.orthonormal.ne_zero i (by ext j; exact congrFun h0 j), by
        ext j
        have hj := congrFun h j
        simp only [Pi.sub_apply, Pi.smul_apply, smul_eq_mul, Complex.real_smul] at hj ⊢
        push_cast
        linear_combination -hj⟩
    show 0 ≤ hN.eigenvalues i
    linarith)
  have h := (Complex.le_def.mp (hp.dotProduct_mulVec_nonneg x)).1
  rw [Matrix.sub_mulVec, Matrix.smul_mulVec, Matrix.one_mulVec, dotProduct_sub, dotProduct_smul,
    smul_eq_mul, Complex.sub_re, Complex.re_ofReal_mul, Complex.zero_re] at h
  simp only [overlap]
  linarith
```

**(e)** Show that a Hermitian $M$ of positive size has a largest eigenvalue. Diagonalisation supplies an eigenvalue; the characteristic polynomial has finitely many roots.

```lean
/-- Every Hermitian matrix of positive size has a largest eigenvalue. -/
theorem exists_topEigenvalue [Nonempty n] {M : Matrix n n ℂ} (hM : M.IsHermitian) :
    ∃ e, IsTopEigenvalue M e := by
  have hfin : {μ : ℝ | ∃ x : n → ℂ, x ≠ 0 ∧ M *ᵥ x = (μ : ℂ) • x}.Finite := by
    refine ((M.charpoly.roots.toFinset.finite_toSet).preimage
      Complex.ofReal_injective.injOn).subset ?_
    rintro μ ⟨x, hx, h⟩
    have hdet : (Matrix.scalar n (μ : ℂ) - M).det = 0 :=
      Matrix.exists_mulVec_eq_zero_iff.mp ⟨x, hx, by
        rw [Matrix.sub_mulVec, h]
        ext i
        simp [Matrix.scalar_apply]⟩
    simp only [Set.mem_preimage, Finset.mem_coe, Multiset.mem_toFinset]
    rw [Polynomial.mem_roots M.charpoly_monic.ne_zero, Polynomial.IsRoot, Matrix.eval_charpoly]
    exact hdet
  let i : n := Classical.arbitrary n
  obtain ⟨e, he, hmax⟩ := Set.exists_max_image _ id hfin ⟨hM.eigenvalues i,
    (hM.eigenvectorBasis i).ofLp,
    fun h0 => hM.eigenvectorBasis.orthonormal.ne_zero i (by ext j; exact congrFun h0 j), by
      rw [hM.mulVec_eigenvectorBasis i]
      ext j
      simp⟩
  exact ⟨e, he, fun b hb => hmax b hb⟩
```

**(f)** Let $Av=av$, $\|v\|=1$, with $a$ largest and simple (`hs`). Find $\mu<a$ with
$$\langle w,Aw\rangle\le\mu\|w\|^2\quad(w\perp v).$$
Let $\mu$ be the top eigenvalue of $A-vv^\dagger$, with eigenvector $x$. If $\langle v,x\rangle\ne0$, then $\mu=a-1$. Otherwise $Ax=\mu x$, and simplicity excludes $\mu=a$. Apply (d).

```lean
/-- If the largest eigenvalue `a` of a Hermitian matrix is simple with unit eigenvector `v`, the
energies of states orthogonal to `v` stay below `a` by a finite gap. -/
theorem spectral_gap {A : Matrix m m ℂ} (hA : A.IsHermitian) {a : ℝ} {v : m → ℂ}
    (ha : IsTopEigenvalue A a) (hv : A *ᵥ v = (a : ℂ) • v) (hn : star v ⬝ᵥ v = 1)
    (hs : ∀ x, A *ᵥ x = (a : ℂ) • x → ∃ β : ℂ, x = β • v) :
    ∃ μ < a, ∀ w, star v ⬝ᵥ w = 0 → overlap w (A *ᵥ w) ≤ μ * overlap w w := by
  have : Nonempty m := by
    obtain ⟨x, hx, _⟩ := ha.1
    obtain ⟨i, _⟩ := Function.ne_iff.mp hx
    exact ⟨i⟩
  -- lower the level `v` by one unit and look at the new largest eigenvalue
  have hB : ∀ x, (A - vecMulVec v (star v)) *ᵥ x = A *ᵥ x - (star v ⬝ᵥ x) • v := by
    intro x
    rw [Matrix.sub_mulVec]
    congr 1
    ext i
    simp only [Matrix.mulVec, dotProduct, vecMulVec_apply, Pi.smul_apply, smul_eq_mul,
      Finset.sum_mul]
    exact Finset.sum_congr rfl fun j _ => by ring
  have hBh : (A - vecMulVec v (star v)).IsHermitian := hA.sub (by
    ext i j
    simp [vecMulVec_apply, conjTranspose_apply, mul_comm])
  obtain ⟨μ, hμ⟩ := exists_topEigenvalue hBh
  refine ⟨μ, ?_, fun w hw => ?_⟩
  · obtain ⟨x, hx0, hx⟩ := hμ.1
    rw [hB] at hx
    have h1 : star v ⬝ᵥ (A *ᵥ x) = a * (star v ⬝ᵥ x) := by
      rw [dot_adjoint, hA.eq, hv, star_smul, smul_dotProduct, Complex.star_def,
        Complex.conj_ofReal, smul_eq_mul]
    have h2 := congrArg (fun z => star v ⬝ᵥ z) hx
    simp only [dotProduct_sub, dotProduct_smul, smul_eq_mul, h1, hn] at h2
    by_cases h0 : star v ⬝ᵥ x = 0
    · rw [h0, zero_smul, sub_zero] at hx
      refine lt_of_le_of_ne (ha.2 ⟨x, hx0, hx⟩) fun h => ?_
      rw [h] at hx
      obtain ⟨β, rfl⟩ := hs x hx
      rw [dotProduct_smul, hn, smul_eq_mul, mul_one] at h0
      exact hx0 (by rw [h0, zero_smul])
    · have h3 : (μ : ℂ) = ((a - 1 : ℝ) : ℂ) := by
        push_cast
        exact mul_right_cancel₀ h0 (by linear_combination -h2)
      have h4 := Complex.ofReal_injective h3
      linarith
  · have h := rayleigh_le hBh hμ w
    rwa [hB, hw, zero_smul, sub_zero] at h
```

**(g)** Let $H$ be `hamiltonian A G D c`; the energy of a vector $z$ here means $\langle z,Hz\rangle$, not divided by $\|z\|^2$. Show that $z=(x,y)$ has energy
$$\langle x,Ax\rangle+2\mathrm{Re}\langle G^\dagger x,y\rangle+\langle y,Dy\rangle-4c^2\|y\|^2.$$
Multiply out; by (c) the two cross terms are complex conjugates, so they add up to twice the real part.

```lean
omit [DecidableEq m] in
/-- Energy expectation of a vector with component `x` in the reference states and `y` in the
doubly negative states. -/
theorem energy_blocks (A : Matrix m m ℂ) (G : Matrix m n ℂ) (D : Matrix n n ℂ) (c : ℝ)
    (x : m → ℂ) (y : n → ℂ) :
    overlap (Sum.elim x y) (hamiltonian A G D c *ᵥ Sum.elim x y) = overlap x (A *ᵥ x)
      + 2 * overlap (Gᴴ *ᵥ x) y + overlap y (D *ᵥ y) - 4 * c ^ 2 * overlap y y := by
  have hsplit : ∀ (p : m → ℂ) (q : n → ℂ),
      overlap (Sum.elim x y) (Sum.elim p q) = overlap x p + overlap y q := by
    intro p q
    simp [overlap_eq_sum, Fintype.sum_sum_type]
  have h1 : overlap x (G *ᵥ y) = overlap (Gᴴ *ᵥ x) y := congrArg Complex.re (dot_adjoint G x y)
  have h2 : overlap y (Gᴴ *ᵥ x) = overlap (Gᴴ *ᵥ x) y := by
    simp only [overlap_eq_sum, mul_comm]
  rw [hamiltonian, fromBlocks_mulVec, Sum.elim_comp_inl, Sum.elim_comp_inr, hsplit,
    Matrix.sub_mulVec, Matrix.smul_mulVec, Matrix.one_mulVec]
  simp only [overlap, dotProduct_add, dotProduct_sub, dotProduct_smul, smul_eq_mul,
    Complex.add_re, Complex.sub_re, Complex.re_ofReal_mul] at h1 h2 ⊢
  linarith
```

**(h)** Keep $A$, $a$, $v$ from (f), and let $e$ be the top eigenvalue of `hamiltonian A G D c`. Put $g=G^\dagger v$, $N=\|g\|^2$. Find a real $r$ and a $\tau>0$, both independent of $c$, such that, for $1/t=4c^2-r$, $0<t\le\tau$,
$$e\le a+tN(1+t/\tau).$$
Take $D\le d$, $r=d-a$, and an eigenvector $(\alpha v+w,y)$, $w\perp v$. Young's inequality (`young`) bounds its energy by
$$a|\alpha|^2+\mu\|w\|^2+a\|y\|^2+t\|\alpha g+G^\dagger w\|^2.$$
Again by Young, the last term is at most $t(1+t/\tau)|\alpha|^2N+(t+\tau)\|G^\dagger w\|^2$. With $\|G^\dagger w\|^2\le L\|w\|^2$ and $2L\tau\le a-\mu$, the $w$ terms total at most $a\|w\|^2$. Divide by the squared norm.

```lean
/-- Upper bound: for Hermitian `A` and `D` and a simple largest eigenvalue `a` of `A` with unit
eigenvector `v`, there are real `r` and `τ > 0`, independent of `c`, such that the largest
eigenvalue of the coupled Hamiltonian exceeds `a` by at most `t‖Gᴴv‖²(1 + t/τ)` whenever
`1/t = 4c² - r` and `0 < t ≤ τ`. -/
theorem upper_bound {A : Matrix m m ℂ} (hA : A.IsHermitian) {D : Matrix n n ℂ}
    (hD : D.IsHermitian) (G : Matrix m n ℂ) {a : ℝ} {v : m → ℂ}
    (ha : IsTopEigenvalue A a) (hv : A *ᵥ v = (a : ℂ) • v) (hn : star v ⬝ᵥ v = 1)
    (hs : ∀ x, A *ᵥ x = (a : ℂ) • x → ∃ β : ℂ, x = β • v) :
    ∃ r τ : ℝ, 0 < τ ∧ ∀ c e t : ℝ, 0 < t → t ≤ τ → t⁻¹ = 4 * c ^ 2 - r →
      IsTopEigenvalue (hamiltonian A G D c) e →
      e ≤ a + t * overlap (Gᴴ *ᵥ v) (Gᴴ *ᵥ v) * (1 + t / τ) := by
  have nnm : ∀ x : m → ℂ, 0 ≤ overlap x x := fun x => by
    rw [overlap_eq_sum]
    exact Finset.sum_nonneg fun _ _ => add_nonneg (mul_self_nonneg _) (mul_self_nonneg _)
  have nnn : ∀ x : n → ℂ, 0 ≤ overlap x x := fun x => by
    rw [overlap_eq_sum]
    exact Finset.sum_nonneg fun _ _ => add_nonneg (mul_self_nonneg _) (mul_self_nonneg _)
  have young : ∀ (t : ℝ) (p q : n → ℂ), 0 < t →
      2 * overlap p q ≤ t * overlap p p + t⁻¹ * overlap q q := by
    intro t p q ht
    simp only [overlap_eq_sum, Finset.mul_sum, ← Finset.sum_add_distrib]
    refine Finset.sum_le_sum fun i _ => ?_
    have h1 : 0 ≤ t⁻¹ * ((t * (p i).re - (q i).re) ^ 2 + (t * (p i).im - (q i).im) ^ 2) := by
      positivity
    have h2 : t⁻¹ * t = 1 := inv_mul_cancel₀ ht.ne'
    linear_combination h1 + (t * ((p i).re ^ 2 + (p i).im ^ 2)
      - 2 * ((p i).re * (q i).re + (p i).im * (q i).im)) * h2
  obtain ⟨μ, hμ, hgap⟩ := spectral_gap hA ha hv hn hs
  have : Nonempty m := by
    obtain ⟨x, hx, _⟩ := ha.1
    obtain ⟨i, _⟩ := Function.ne_iff.mp hx
    exact ⟨i⟩
  obtain ⟨L, hL0, hL⟩ : ∃ L : ℝ, 0 ≤ L ∧
      ∀ x, overlap (Gᴴ *ᵥ x) (Gᴴ *ᵥ x) ≤ L * overlap x x := by
    have hG := isHermitian_mul_conjTranspose_self G
    obtain ⟨l, hl⟩ := exists_topEigenvalue hG
    refine ⟨|l|, abs_nonneg l, fun x => ?_⟩
    have h := rayleigh_le hG hl x
    rw [← Matrix.mulVec_mulVec, overlap, dot_adjoint] at h
    exact h.trans (mul_le_mul_of_nonneg_right (le_abs_self l) (nnm x))
  obtain ⟨d, hd⟩ : ∃ d : ℝ, ∀ y, overlap y (D *ᵥ y) ≤ d * overlap y y := by
    rcases isEmpty_or_nonempty n with h | h
    · exact ⟨0, fun y => by simp [overlap_eq_sum]⟩
    · obtain ⟨d, hd⟩ := exists_topEigenvalue hD
      exact ⟨d, rayleigh_le hD hd⟩
  obtain ⟨τ, hτ, hLτ⟩ : ∃ τ : ℝ, 0 < τ ∧ 2 * L * τ ≤ a - μ :=
    ⟨(a - μ) / (2 * (L + 1)), div_pos (sub_pos.2 hμ) (by positivity), by
      rw [← mul_div_assoc, div_le_iff₀ (by positivity)]
      nlinarith⟩
  refine ⟨d - a, τ, hτ, fun c e t ht htτ htinv he => ?_⟩
  obtain ⟨z, hz0, hz⟩ := he.1
  obtain ⟨x, y, rfl⟩ : ∃ x y, z = Sum.elim x y :=
    ⟨z ∘ Sum.inl, z ∘ Sum.inr, (Sum.elim_comp_inl_inr z).symm⟩
  -- split the reference component along `v`
  obtain ⟨α, w, hw, rfl⟩ : ∃ (α : ℂ) (w : m → ℂ), star v ⬝ᵥ w = 0 ∧ x = α • v + w :=
    ⟨star v ⬝ᵥ x, x - (star v ⬝ᵥ x) • v, by
      rw [dotProduct_sub, dotProduct_smul, hn, smul_eq_mul, mul_one, sub_self], by abel⟩
  have hw' : star w ⬝ᵥ v = 0 := by rw [Matrix.star_dotProduct, hw, star_zero]
  have hvA : star v ⬝ᵥ (A *ᵥ w) = 0 := by
    rw [dot_adjoint, hA.eq, hv, star_smul, smul_dotProduct, hw, smul_zero]
  have f1 : overlap (α • v + w) (α • v + w) = Complex.normSq α + overlap w w := by
    simp only [overlap, star_add, star_smul, add_dotProduct, dotProduct_add, smul_dotProduct,
      dotProduct_smul, hn, hw, hw', smul_eq_mul, Complex.add_re, Complex.normSq_apply]
    simp
  have f2 : overlap (α • v + w) (A *ᵥ (α • v + w))
      = a * Complex.normSq α + overlap w (A *ᵥ w) := by
    simp only [Matrix.mulVec_add, Matrix.mulVec_smul, hv, overlap, star_add, star_smul,
      add_dotProduct, dotProduct_add, smul_dotProduct, dotProduct_smul, hn, hw', hvA,
      smul_eq_mul, Complex.add_re, Complex.normSq_apply]
    simp
    ring
  have f3 : overlap (Gᴴ *ᵥ (α • v + w)) (Gᴴ *ᵥ (α • v + w))
      = overlap (α • (Gᴴ *ᵥ v)) (α • (Gᴴ *ᵥ v)) + 2 * overlap (α • (Gᴴ *ᵥ v)) (Gᴴ *ᵥ w)
        + overlap (Gᴴ *ᵥ w) (Gᴴ *ᵥ w) := by
    rw [Matrix.mulVec_add, Matrix.mulVec_smul]
    simp only [overlap_eq_sum, Pi.add_apply, Complex.add_re, Complex.add_im, Finset.mul_sum,
      ← Finset.sum_add_distrib]
    exact Finset.sum_congr rfl fun i _ => by ring
  have f4 : overlap (α • (Gᴴ *ᵥ v)) (α • (Gᴴ *ᵥ v))
      = Complex.normSq α * overlap (Gᴴ *ᵥ v) (Gᴴ *ᵥ v) := by
    simp only [overlap_eq_sum, Pi.smul_apply, smul_eq_mul, Complex.mul_re, Complex.mul_im,
      Complex.normSq_apply, Finset.mul_sum]
    exact Finset.sum_congr rfl fun i _ => by ring
  have hpos := overlap_self_pos hz0
  have hE := energy_blocks A G D c (α • v + w) y
  have hnorm : overlap (Sum.elim (α • v + w) y) (Sum.elim (α • v + w) y)
      = Complex.normSq α + overlap w w + overlap y y := by
    rw [← f1]
    simp [overlap_eq_sum, Fintype.sum_sum_type]
  have hez : ∀ u : m ⊕ n → ℂ, overlap u ((e : ℂ) • u) = e * overlap u u := fun u => by
    simp only [overlap, dotProduct_smul, smul_eq_mul, Complex.re_ofReal_mul]
  rw [hz, hez, hnorm, f2] at hE
  rw [hnorm] at hpos
  -- eliminate the doubly negative component, then the cross term with `w`
  have hZ := young t (Gᴴ *ᵥ (α • v + w)) y ht
  rw [htinv, f3, f4] at hZ
  have hR := mul_le_mul_of_nonneg_left
    (young (t / τ) (α • (Gᴴ *ᵥ v)) (Gᴴ *ᵥ w) (div_pos ht hτ)) ht.le
  have hinv : t * (t / τ)⁻¹ = τ := by field_simp
  rw [mul_add, ← mul_assoc t (t / τ)⁻¹, hinv, f4] at hR
  have hH : (t + τ) * overlap (Gᴴ *ᵥ w) (Gᴴ *ᵥ w) ≤ (a - μ) * overlap w w := by
    calc _ ≤ (2 * τ) * (L * overlap w w) :=
          mul_le_mul (by linarith) (hL w) (nnn _) (by positivity)
      _ = (2 * L * τ) * overlap w w := by ring
      _ ≤ _ := mul_le_mul_of_nonneg_right hLτ (nnm w)
  have hrest : 0 ≤ t * overlap (Gᴴ *ᵥ v) (Gᴴ *ᵥ v) * (1 + t / τ)
      * (overlap w w + overlap y y) :=
    mul_nonneg (mul_nonneg (mul_nonneg ht.le (nnn _)) (by positivity))
      (add_nonneg (nnm w) (nnn y))
  have hg := hgap w hw
  have hdy := hd y
  refine le_of_mul_le_mul_right ?_ hpos
  linarith
```

**(i)** Write $e(c)$ for the top eigenvalue $e$ of (h) at given $c$. Show
$$\lim_{c\to\infty}c^2(e(c)-a)=N/4.$$
With $s=1/(4c^2)$, $k=\langle g,Dg\rangle$, the trial vector $(v,sg)$ gives the lower bound, and (h) gives the upper bound for large $c$:
$$\frac{N+s(k-aN)}{4(1+s^2N)}\le c^2(e-a)\le\frac{1+rt}{4}N(1+t/\tau).$$
Squeeze. For $1\times1$ blocks, $(e-a)(e-D+4c^2)=|G|^2$ shows the limit directly.

```lean
/-- For Hermitian `A` and `D` and a simple largest eigenvalue `a` of `A` with unit eigenvector `v`,
coupling to doubly negative states shifts the largest eigenvalue so that `c²(e(c) - a)` tends to
`‖Gᴴv‖²/4`. -/
theorem tendsto_shift {A : Matrix m m ℂ} (hA : A.IsHermitian) {D : Matrix n n ℂ}
    (hD : D.IsHermitian) (G : Matrix m n ℂ) {a : ℝ} {v : m → ℂ}
    (ha : IsTopEigenvalue A a) (hv : A *ᵥ v = (a : ℂ) • v) (hn : star v ⬝ᵥ v = 1)
    (hs : ∀ x, A *ᵥ x = (a : ℂ) • x → ∃ β : ℂ, x = β • v)
    {e : ℝ → ℝ} (he : ∀ c, IsTopEigenvalue (hamiltonian A G D c) (e c)) :
    Tendsto (fun c => c ^ 2 * (e c - a)) atTop
      (𝓝 (overlap (Gᴴ *ᵥ v) (Gᴴ *ᵥ v) / 4)) := by
  obtain ⟨r, τ, hτ, hup⟩ := upper_bound hA hD G ha hv hn hs
  set g := Gᴴ *ᵥ v with hg
  set N := overlap g g with hN
  have hN0 : 0 ≤ N := by
    rw [hN, overlap_eq_sum]
    exact Finset.sum_nonneg fun _ _ => add_nonneg (mul_self_nonneg _) (mul_self_nonneg _)
  set k := overlap g (D *ᵥ g) with hk
  have h4 : Tendsto (fun c : ℝ => 4 * c ^ 2) atTop atTop :=
    (tendsto_pow_atTop two_ne_zero).const_mul_atTop (by norm_num)
  have h4r : Tendsto (fun c : ℝ => 4 * c ^ 2 - r) atTop atTop := by
    simpa only [sub_eq_add_neg] using tendsto_atTop_add_const_right atTop (-r) h4
  have hs0 := tendsto_inv_atTop_zero.comp h4
  have ht0 := tendsto_inv_atTop_zero.comp h4r
  have hlo : Tendsto (fun s : ℝ => (N + s * (k - a * N)) / (4 * (1 + s ^ 2 * N))) (𝓝 0)
      (𝓝 (N / 4)) := by
    have h : ContinuousAt (fun s : ℝ => (N + s * (k - a * N)) / (4 * (1 + s ^ 2 * N))) 0 :=
      ContinuousAt.div (by fun_prop) (by fun_prop) (by norm_num)
    convert h.tendsto using 2
    simp
  have hhi : Tendsto (fun t : ℝ => (1 + r * t) / 4 * N * (1 + t / τ)) (𝓝 0) (𝓝 (N / 4)) := by
    have h : Continuous (fun t : ℝ => (1 + r * t) / 4 * N * (1 + t / τ)) := by fun_prop
    convert h.tendsto 0 using 2
    simp
    ring
  refine tendsto_of_tendsto_of_tendsto_of_le_of_le' (hlo.comp hs0) (hhi.comp ht0) ?_ ?_
  · -- trial vector `(v, Gᴴv/(4c²))`
    filter_upwards [eventually_gt_atTop (0 : ℝ)] with c hc
    have hH : (hamiltonian A G D c).IsHermitian := Matrix.IsHermitian.fromBlocks hA rfl (by
      rw [Matrix.IsHermitian, conjTranspose_sub, conjTranspose_smul, conjTranspose_one, hD.eq,
        Complex.star_def, Complex.conj_ofReal])
    simp only [Function.comp_apply]
    obtain ⟨s, hsdef⟩ : ∃ s : ℝ, s = (4 * c ^ 2)⁻¹ := ⟨_, rfl⟩
    have hcs : 4 * c ^ 2 * s = 1 := by rw [hsdef]; exact mul_inv_cancel₀ (by positivity)
    rw [← hsdef]
    have hr : ∀ p q : n → ℂ, overlap p ((s : ℂ) • q) = s * overlap p q := fun p q => by
      simp only [overlap, dotProduct_smul, smul_eq_mul, Complex.re_ofReal_mul]
    have hl : ∀ p q : n → ℂ, overlap ((s : ℂ) • p) q = s * overlap p q := fun p q => by
      simp only [overlap, star_smul, smul_dotProduct, Complex.star_def, Complex.conj_ofReal,
        smul_eq_mul, Complex.re_ofReal_mul]
    have hvv : overlap v v = 1 := by rw [overlap, hn, Complex.one_re]
    have hva : overlap v (A *ᵥ v) = a := by
      rw [hv, overlap, dotProduct_smul, hn, smul_eq_mul, mul_one, Complex.ofReal_re]
    have hnorm : overlap (Sum.elim v ((s : ℂ) • g)) (Sum.elim v ((s : ℂ) • g))
        = overlap v v + overlap ((s : ℂ) • g) ((s : ℂ) • g) := by
      simp only [overlap_eq_sum, Fintype.sum_sum_type, Sum.elim_inl, Sum.elim_inr]
    have h := rayleigh_le hH (he c) (Sum.elim v ((s : ℂ) • g))
    rw [energy_blocks, hnorm, Matrix.mulVec_smul, ← hg, hva, hvv, hl, hl, hr, hr,
      ← hN, ← hk] at h
    rw [div_le_iff₀ (by positivity)]
    have h' := mul_le_mul_of_nonneg_left h (show 0 ≤ 4 * c ^ 2 by positivity)
    linear_combination h' + (-2 * N - s * k + N * (4 * c ^ 2 * s + 1) + a * s * N) * hcs
  · filter_upwards [h4r.eventually_gt_atTop 0, ht0.eventually_lt_const hτ] with c hc hct
    simp only [Function.comp_apply] at hct ⊢
    have h := hup c (e c) (4 * c ^ 2 - r)⁻¹ (inv_pos.2 hc) hct.le (inv_inv _) (he c)
    have hct1 : (4 * c ^ 2 - r) * (4 * c ^ 2 - r)⁻¹ = 1 := mul_inv_cancel₀ hc.ne'
    generalize (4 * c ^ 2 - r)⁻¹ = t at h hct1 ⊢
    have h' := mul_le_mul_of_nonneg_left h (sq_nonneg c)
    linear_combination h' + N * (1 + t / τ) / 4 * hct1
```

**(j)** If $g\ne0$, find $\kappa>0$ with $e(c)\ge a+\kappa/c^2$ for large $c$. Since $N/8<N/4$, $\kappa=N/8$ works.

```lean
/-- For Hermitian `A` and `D`, if `Gᴴv` is nonzero for a unit eigenvector `v` of the simple largest
eigenvalue `a` of `A`, the coupling raises this eigenvalue by at least a positive multiple of `c⁻²`
for all large `c`. -/
theorem raises_energy {A : Matrix m m ℂ} (hA : A.IsHermitian) {D : Matrix n n ℂ}
    (hD : D.IsHermitian) (G : Matrix m n ℂ) {a : ℝ} {v : m → ℂ}
    (ha : IsTopEigenvalue A a) (hv : A *ᵥ v = (a : ℂ) • v) (hn : star v ⬝ᵥ v = 1)
    (hs : ∀ x, A *ᵥ x = (a : ℂ) • x → ∃ β : ℂ, x = β • v)
    {e : ℝ → ℝ} (he : ∀ c, IsTopEigenvalue (hamiltonian A G D c) (e c))
    (hG : Gᴴ *ᵥ v ≠ 0) : ∃ κ > 0, ∀ᶠ c in atTop, a + κ / c ^ 2 ≤ e c := by
  have hN := overlap_self_pos hG
  refine ⟨overlap (Gᴴ *ᵥ v) (Gᴴ *ᵥ v) / 8, by positivity, ?_⟩
  filter_upwards [(tendsto_shift hA hD G ha hv hn hs he).eventually_const_lt
    (show overlap (Gᴴ *ᵥ v) (Gᴴ *ᵥ v) / 8 < overlap (Gᴴ *ᵥ v) (Gᴴ *ᵥ v) / 4 by linarith),
    eventually_gt_atTop (0 : ℝ)] with c h hc
  have h' : overlap (Gᴴ *ᵥ v) (Gᴴ *ᵥ v) / 8 / c ^ 2 ≤ e c - a := by
    rw [div_le_iff₀ (by positivity)]
    linarith
  linarith

end

end GauntNegativeStates
```

```lean
#print axioms GauntNegativeStates.raises_energy
```

```
'GauntNegativeStates.raises_energy' depends on axioms: [propext, Classical.choice, Quot.sound]
```
